# A charge sheet crossing between grounded plates at constant velocity: current $qv/L$, half-power frequency between $0.44\,v/L$ and $0.45\,v/L$

A particle simulation of a planar diode at fixed bias moves its carriers through one time step and then needs the terminal current. It can add $qv/L$ for every carrier in the gap, with $q$ the carrier's charge, $v$ its velocity towards the collecting plate and $L$ the gap width, without waiting for any carrier to arrive. For a single carrier type crossing the whole gap at constant velocity, the same rule gives the transit-time limit on the half-power bandwidth, a little under half of $v/L$.

The physical problem is a charge moving between two conductors held at fixed potential. Its field ends partly on each conductor, and the division shifts as it moves, so charge flows in the external circuit during the whole flight. The Shockley-Ramo theorem treats electrodes of any shape by means of a weighting field. Between wide parallel plates with a uniform dielectric in the gap, that field is uniform, which is where the factor $1/L$ comes from, and this is the case derived below.

In Lean 4 with Mathlib:

```lean
import Mathlib

open Set MeasureTheory
open scoped Real Topology

namespace ShockleyRamo

noncomputable section
```

## The field of a sheet between the plates

Let the plates lie at $0$ and $L$, both at zero potential, with a uniform sheet of charge $q$ per unit area at $x$, where $0<x<L$. The medium has permittivity $\varepsilon$. The potential $\varphi$ is continuous, and the field $-\varphi'$ is a constant $E_1$ to the left of the sheet and a constant $E_2$ to the right. Gauss's law at the sheet reads

$$\varepsilon(E_2-E_1)=q .$$

These conditions are the fields of the structure `IsSheetField`. They are imposed at each instant, so the treatment is quasi-static.

```lean
/-- Electrostatics of a sheet charge `q` (per area) at `x` between grounded plates at `0` and `L`:
a continuous potential `φ`, uniform fields `E₁` and `E₂` to the left and right of the sheet,
and Gauss's law at the sheet. -/
structure IsSheetField (ε q L x : ℝ) (φ : ℝ → ℝ) (E₁ E₂ : ℝ) : Prop where
  inside : x ∈ Ioo 0 L
  cont : ContinuousOn φ (Icc 0 L)
  left : ∀ s ∈ Ioo 0 x, HasDerivAt φ (-E₁) s
  right : ∀ s ∈ Ioo x L, HasDerivAt φ (-E₂) s
  ground_zero : φ 0 = 0
  ground_L : φ L = 0
  gauss : ε * (E₂ - E₁) = q
```

On the inner face of plate $L$ the normal pointing out of the metal is in the $-x$ direction, so the surface charge is $-\varepsilon E_2$.

```lean
/-- Charge per area on the inner face of plate `L`, when the field in front of it is `E₂`. -/
def plateCharge (ε E₂ : ℝ) : ℝ := -(ε * E₂)
```

## The pulse and its spectrum

A sheet that leaves plate $0$ at time zero with constant velocity $v>0$ is in flight for $\tau=L/v$. The pulse has height $qv/L$ during this time and is zero otherwise. Since $q$ is a charge per area, this is a current density.

```lean
/-- The rectangular current pulse of height `q v / L` and duration `L / v`, for positive `v` and
`L`. -/
def transitCurrent (q v L : ℝ) : ℝ → ℝ :=
  (Ioc 0 (L / v)).indicator fun _ => q * v / L
```

For a current $i(t)$, where the letter $i$ is not the imaginary unit, the amplitude at frequency $f$ is

$$I(f)=\int_{-\infty}^{\infty} i(t)\,e^{-2\pi \mathrm{i} f t}\,dt .$$

The frequency is in cycles per unit time, not an angular frequency.

```lean
/-- Fourier amplitude of a current `i` at frequency `f`, for integrable `i`. -/
def amplitude (i : ℝ → ℝ) (f : ℝ) : ℂ :=
  ∫ t, (i t : ℂ) * Complex.exp (((-(2 * π * f * t) : ℝ) : ℂ) * Complex.I)
```

The normalised power is $|I(f)|^2/|I(0)|^2$, which equals one at $f=0$ whenever the total charge $I(0)$ is nonzero.

```lean
/-- Power spectrum divided by its zero-frequency value, for integrable currents that carry
a nonzero total charge. -/
def normalisedPower (i : ℝ → ℝ) (f : ℝ) : ℝ :=
  ‖amplitude i f‖ ^ 2 / ‖amplitude i 0‖ ^ 2
```

## A potential that meets the conditions

The electrostatic conditions have an explicit solution for every $\varepsilon\neq0$ and every $x$ in the gap. It is a tent with its apex at the sheet, inverted when $q/\varepsilon<0$:

$$\varphi(s)=\frac{q}{\varepsilon L}\min\{(L-x)s,\;x(L-s)\},\qquad E_1=-\frac{q(L-x)}{\varepsilon L},\quad E_2=\frac{qx}{\varepsilon L}.$$

The first entry is the smaller one for $s\le x$ and the second for $s\ge x$. Differentiating each branch gives the two fields, and $\varepsilon(E_2-E_1)=q(x+L-x)/L=q$. The proof identifies the active branch near each point and differentiates it there.

```lean
/-- For nonzero permittivity and a sheet between the plates, a tent-shaped potential solves
the electrostatic problem. -/
theorem isSheetField_witness {ε L x : ℝ} (q : ℝ) (hε : ε ≠ 0) (hx : x ∈ Ioo 0 L) :
    IsSheetField ε q L x (fun s => q / (ε * L) * min ((L - x) * s) (x * (L - s)))
      (-(q * (L - x) / (ε * L))) (q * x / (ε * L)) := by
  have hL : 0 < L := hx.1.trans hx.2
  have hL0 : L ≠ 0 := hL.ne'
  refine ⟨hx, ?_, ?_, ?_, ?_, ?_, ?_⟩
  · exact (continuous_const.mul (Continuous.min (by fun_prop) (by fun_prop))).continuousOn
  · intro s hs
    have h := ((hasDerivAt_id' s).const_mul (L - x)).const_mul (q / (ε * L))
    refine (h.congr_of_eventuallyEq ?_).congr_deriv (by ring)
    filter_upwards [Iio_mem_nhds hs.2] with r hr
    have hm : (L - x) * r ≤ x * (L - r) := by
      nlinarith [mul_pos (sub_pos.2 (mem_Iio.1 hr)) hL]
    rw [min_eq_left hm]
  · intro s hs
    have h := (((hasDerivAt_id' s).const_sub L).const_mul x).const_mul (q / (ε * L))
    refine (h.congr_of_eventuallyEq ?_).congr_deriv (by ring)
    filter_upwards [Ioi_mem_nhds hs.1] with r hr
    have hm : x * (L - r) ≤ (L - x) * r := by
      nlinarith [mul_pos (sub_pos.2 (mem_Ioi.1 hr)) hL]
    rw [min_eq_right hm]
  · show q / (ε * L) * min ((L - x) * 0) (x * (L - 0)) = 0
    have hm : (L - x) * 0 ≤ x * (L - 0) := by nlinarith [mul_pos hx.1 hL]
    rw [min_eq_left hm]
    ring
  · show q / (ε * L) * min ((L - x) * L) (x * (L - L)) = 0
    have hm : x * (L - L) ≤ (L - x) * L := by nlinarith [mul_pos (sub_pos.2 hx.2) hL]
    rw [min_eq_right hm]
    ring
  · field_simp
    ring
```

## The induced charge

The potential drops across the two regions are

$$E_1x=\varphi(0)-\varphi(x),\qquad E_2(L-x)=\varphi(x)-\varphi(L).$$

Both plates are grounded, so the sum is $E_1x+E_2(L-x)=0$. Multiplying by $\varepsilon$ and inserting $\varepsilon E_1=\varepsilon E_2-q$ gives $\varepsilon E_2L=qx$, and the plate charge is

$$-\varepsilon E_2=-\frac{qx}{L}.$$

In the proof the mean value theorem, `exists_hasDerivAt_eq_slope`, supplies the two drops as `k1` and `k2`. The final `linear_combination` is the elimination of $E_1$. The result holds for any potential that meets the conditions, not only for the tent.

```lean
/-- A sheet charge `q` at `x` between grounded plates induces the charge `-q x / L` on
plate `L`. -/
theorem induced_charge {ε q L x E₁ E₂ : ℝ} {φ : ℝ → ℝ}
    (h : IsSheetField ε q L x φ E₁ E₂) : plateCharge ε E₂ = -(q * x / L) := by
  obtain ⟨hx0, hxL⟩ := h.inside
  -- the voltage drops on the two sides of the sheet
  obtain ⟨_, _, h1⟩ := exists_hasDerivAt_eq_slope φ (fun _ => -E₁) hx0
    (h.cont.mono (Icc_subset_Icc_right hxL.le)) h.left
  obtain ⟨_, _, h2⟩ := exists_hasDerivAt_eq_slope φ (fun _ => -E₂) hxL
    (h.cont.mono (Icc_subset_Icc_left hx0.le)) h.right
  have k1 : -E₁ * (x - 0) = φ x - φ 0 := (eq_div_iff (sub_pos.2 hx0).ne').mp h1
  have k2 : -E₂ * (L - x) = φ L - φ x := (eq_div_iff (sub_pos.2 hxL).ne').mp h2
  rw [plateCharge, neg_inj, eq_div_iff (hx0.trans hxL).ne']
  linear_combination x * h.gauss - ε * k1 - ε * k2 - ε * h.ground_L + ε * h.ground_zero
```

## The current during the flight

The current leaving plate $L$ into the circuit is minus the rate of change of the plate charge. For a trajectory $x(t)$ with $\dot x=v$ at the instant considered,

$$-\frac{d}{dt}\left(-\frac{qx}{L}\right)=\frac{qv}{L}.$$

Here $v$ is the instantaneous velocity and may have either sign. The electrostatic conditions are needed only for times close to $t$, which is the meaning of `∀ᶠ s in 𝓝 t`. The statement gives the existence of the derivative as well as its value.

```lean
/-- Shockley-Ramo theorem for plane plates: while the sheet moves between the plates with
instantaneous velocity `v`, the current leaving plate `L` into the circuit is `q v / L`. -/
theorem ramo_current {ε q L v t : ℝ} {x E₁ E₂ : ℝ → ℝ} {φ : ℝ → ℝ → ℝ}
    (hx : HasDerivAt x v t)
    (h : ∀ᶠ s in 𝓝 t, IsSheetField ε q L (x s) (φ s) (E₁ s) (E₂ s)) :
    HasDerivAt (fun s => -plateCharge ε (E₂ s)) (q * v / L) t := by
  have h1 : HasDerivAt (fun s => q * x s / L) (q * v / L) t := (hx.const_mul q).div_const L
  refine h1.congr_of_eventuallyEq ?_
  filter_upwards [h] with s hs
  rw [induced_charge hs, neg_neg]
```

For uniform motion $x(t)=vt$ the velocity is constant, so at every time strictly between $0$ and $\tau$ the current is that of the rectangular pulse.

```lean
/-- A sheet that starts at plate `0` and moves uniformly drives the rectangular pulse
`transitCurrent` throughout its flight. -/
theorem flight_current {ε q L v t : ℝ} {E₁ E₂ : ℝ → ℝ} {φ : ℝ → ℝ → ℝ}
    (h : ∀ s ∈ Ioo 0 (L / v), IsSheetField ε q L (v * s) (φ s) (E₁ s) (E₂ s))
    (ht : t ∈ Ioo 0 (L / v)) :
    HasDerivAt (fun s => -plateCharge ε (E₂ s)) (transitCurrent q v L t) t := by
  have hm : t ∈ Ioc 0 (L / v) := ⟨ht.1, ht.2.le⟩
  rw [transitCurrent, indicator_of_mem hm]
  refine ramo_current (x := fun s => v * s) (φ := φ) (E₁ := E₁)
    (((hasDerivAt_id' t).const_mul v).congr_deriv (mul_one v)) ?_
  filter_upwards [Ioo_mem_nhds ht.1 ht.2] with s hs using h s hs
```

Applying this to a carrier in a biased device takes two steps that the hypotheses leave out. The first goes from a sheet to a point charge. Between plates much wider than the gap, the total charge that a carrier induces on a plate does not depend on its lateral position, so equal charges in a sheet contribute equally, and a single carrier of charge $q$ induces the total charge $-qx/L$. The second step is superposition. In a linear dielectric, a constant bias and fixed space charge add only a constant to the plate charge, and a constant drives no current.

## The energy spectrum

At $f=0$ the integral is $(qv/L)\tau=q$. For $f\neq0$, set $a=\pi f\tau$. Then

$$I(f)=\frac{q}{\tau}\,\frac{e^{-2\mathrm{i}a}-1}{-2\pi \mathrm{i} f},\qquad |e^{-2\mathrm{i}a}-1|^2=4\sin^2a,$$

and therefore

$$|I(f)|^2=\frac{q^2}{\tau^2}\,\frac{4\sin^2a}{4\pi^2f^2}=q^2\,\frac{\sin^2a}{a^2}.$$

`Real.sinc a` stands for $\sin a/a$, with value $1$ at $a=0$; unlike the sinc of signal processing, it has no built-in factor $\pi$. The proof first reduces the integral over all times to the time of flight (`hA`), then treats the two cases in turn. The step `hs` is the identity for $4\sin^2a$.

```lean
/-- The energy spectrum of the transit pulse is `q² sinc²(π f τ)` with `τ = L / v`, for positive
`v` and `L`. -/
theorem amplitude_sq {v L : ℝ} (q f : ℝ) (hv : 0 < v) (hL : 0 < L) :
    ‖amplitude (transitCurrent q v L) f‖ ^ 2 = q ^ 2 * Real.sinc (π * (f * (L / v))) ^ 2 := by
  have hτ : 0 < L / v := div_pos hL hv
  -- only the time of flight contributes
  have hA : amplitude (transitCurrent q v L) f = ∫ t in (0 : ℝ)..(L / v),
      ((q * v / L : ℝ) : ℂ) * Complex.exp (((-(2 * π * f * t) : ℝ) : ℂ) * Complex.I) := by
    rw [intervalIntegral.integral_of_le hτ.le, ← integral_indicator measurableSet_Ioc, amplitude]
    congr 1
    funext t
    by_cases ht : t ∈ Ioc 0 (L / v)
    · rw [transitCurrent, indicator_of_mem ht, indicator_of_mem ht]
    · rw [transitCurrent, indicator_of_notMem ht, indicator_of_notMem ht,
        Complex.ofReal_zero, zero_mul]
  rw [hA]
  rcases eq_or_ne f 0 with rfl | hf
  · simp only [mul_zero, zero_mul, neg_zero, Complex.ofReal_zero, Complex.exp_zero, mul_one,
      intervalIntegral.integral_const, sub_zero, Real.sinc_zero, one_pow]
    rw [norm_smul, Complex.norm_real, mul_pow, Real.norm_eq_abs, Real.norm_eq_abs, sq_abs, sq_abs]
    field_simp
  · obtain ⟨c, hc⟩ : ∃ c : ℂ, c = ((-(2 * π * f) : ℝ) : ℂ) * Complex.I := ⟨_, rfl⟩
    have hc0 : c ≠ 0 := by
      rw [hc]
      exact mul_ne_zero (Complex.ofReal_ne_zero.2 (neg_ne_zero.2 (by positivity))) Complex.I_ne_zero
    have hcn : ‖c‖ ^ 2 = (2 * π * f) ^ 2 := by
      rw [hc, norm_mul, Complex.norm_I, mul_one, Complex.norm_real, Real.norm_eq_abs, sq_abs, neg_sq]
    have hfun : (fun t : ℝ => Complex.exp (((-(2 * π * f * t) : ℝ) : ℂ) * Complex.I))
        = fun t : ℝ => Complex.exp (c * t) := by
      funext t
      rw [hc]
      congr 1
      push_cast
      ring
    have he : c * ((L / v : ℝ) : ℂ)
        = ((-(2 * (π * (f * (L / v)))) : ℝ) : ℂ) * Complex.I := by
      rw [hc]
      push_cast
      ring
    have ha : π * (f * (L / v)) ≠ 0 := by positivity
    rw [intervalIntegral.integral_const_mul, hfun, integral_exp_mul_complex hc0, he,
      Complex.ofReal_zero, mul_zero, Complex.exp_zero, norm_mul, norm_div, mul_pow, div_pow, hcn,
      Complex.norm_real, Real.norm_eq_abs, sq_abs, Real.sinc_of_ne_zero ha]
    -- the chord of the unit circle has squared length 4 sin²
    have hs : ∀ a : ℝ, ‖Complex.exp (((-(2 * a) : ℝ) : ℂ) * Complex.I) - 1‖ ^ 2
        = 4 * Real.sin a ^ 2 := by
      intro a
      rw [Complex.sq_norm, Complex.normSq_apply]
      simp only [Complex.sub_re, Complex.sub_im, Complex.exp_ofReal_mul_I_re,
        Complex.exp_ofReal_mul_I_im, Complex.one_re, Complex.one_im, Real.cos_neg, Real.sin_neg,
        Real.cos_two_mul, Real.sin_two_mul]
      linear_combination 4 * (Real.cos a ^ 2 - 1) * Real.sin_sq_add_cos_sq a
    rw [hs]
    generalize Real.sin (π * (f * (L / v))) = s
    field_simp
    ring
```

Dividing by $|I(0)|^2=q^2$, with $q\neq0$, removes the charge:

$$\frac{|I(f)|^2}{|I(0)|^2}=\left(\frac{\sin\pi f\tau}{\pi f\tau}\right)^2 .$$

```lean
/-- The normalised power spectrum of the transit pulse is `sinc²(π f τ)` with `τ = L / v`, for
nonzero charge and positive `v` and `L`. -/
theorem power_spectrum {q v L : ℝ} (hq : q ≠ 0) (hv : 0 < v) (hL : 0 < L) (f : ℝ) :
    normalisedPower (transitCurrent q v L) f = Real.sinc (π * (f * (L / v))) ^ 2 := by
  rw [normalisedPower, amplitude_sq q f hv hL, amplitude_sq q 0 hv hL, zero_mul, mul_zero,
    Real.sinc_zero, one_pow, mul_one, mul_div_cancel_left₀ _ (pow_ne_zero 2 hq)]
```

## Strict decrease up to the first zero

Write $u=f\tau$, and take $0<x<y\le\pi$, where $x$ and $y$ now denote values of $\pi u$. The sine is strictly concave on $[0,\pi]$, so it lies above its chord from $0$ to $y$:

$$\sin x>\frac{x}{y}\sin y,\qquad\text{hence}\qquad \frac{\sin x}{x}>\frac{\sin y}{y}\ge0 .$$

Squaring preserves the order because both sides are non-negative. For $x=0$ the left side is $1$, and $\sin y<y$ suffices. The decrease therefore holds on the closed interval $0\le u\le1$.

```lean
/-- The function `sinc²(π u)` is strictly decreasing for `0 ≤ u ≤ 1`. -/
theorem sinc_sq_strictAnti : StrictAntiOn (fun u : ℝ => Real.sinc (π * u) ^ 2) (Icc 0 1) := by
  intro a ha b hb hab
  have hb0 : 0 < b := ha.1.trans_lt hab
  have hy0 : 0 < π * b := by positivity
  have hyπ : π * b ≤ π := by nlinarith [Real.pi_pos, hb.2]
  have hxy : π * a < π * b := mul_lt_mul_of_pos_left hab Real.pi_pos
  have hx0 : 0 ≤ π * a := mul_nonneg Real.pi_pos.le ha.1
  show Real.sinc (π * b) ^ 2 < Real.sinc (π * a) ^ 2
  generalize π * a = x at hxy hx0 ⊢
  generalize π * b = y at hy0 hyπ hxy ⊢
  rw [Real.sinc_of_ne_zero hy0.ne']
  refine pow_lt_pow_left₀ ?_
    (div_nonneg (Real.sin_nonneg_of_nonneg_of_le_pi hy0.le hyπ) hy0.le) two_ne_zero
  rcases hx0.eq_or_lt with h | h
  · rw [← h, Real.sinc_zero, div_lt_one hy0]
    exact Real.sin_lt hy0
  · -- the sine lies above its chord from 0 to y
    have k := strictConcaveOn_sin_Icc.2 (left_mem_Icc.2 Real.pi_pos.le) ⟨hy0.le, hyπ⟩ hy0.ne
      (show 0 < 1 - x / y from sub_pos.2 ((div_lt_one hy0).2 hxy))
      (show 0 < x / y from div_pos h hy0) (by ring)
    have e : x / y * y = x := by field_simp
    simp only [smul_eq_mul, Real.sin_zero, mul_zero, zero_add, e] at k
    rw [div_mul_eq_mul_div, div_lt_iff₀ hy0] at k
    rw [Real.sinc_of_ne_zero h.ne', div_lt_div_iff₀ hy0 h]
    linarith
```

## The half-power frequency

At $u=0.44$, using $\pi^2<9.93$,

$$\sin(0.44\pi)=\cos(0.06\pi)\ge1-\tfrac12(0.06\pi)^2>0.982 .$$

Its square exceeds $0.964$, while $\tfrac12(0.44\pi)^2<0.962$, so the normalised power is above one half.

At $u=0.45$ the chord bound $\sin\theta\ge2\theta/\pi$, valid for $0\le\theta\le\pi/2$, gives $\sin(0.05\pi)\ge0.1$. Hence $\sin^2(0.45\pi)=\cos^2(0.05\pi)\le0.99$, while $\tfrac12(0.45\pi)^2>0.997$, so the power is below one half.

By continuity the value $\tfrac12$ is taken at some $u$ in between, and the strict decrease makes it the only one in $[0,1]$. For $u>1$ we have $\pi u>3$, so the power is below $1/9$ and no side lobe reaches one half.

In the theorem, `u` is chosen before `q`, `v`, `L` and `f`. One number thus serves every pulse, and the half-power frequency is $uv/L$. The proof names the two bounds `lo` and `hi` and obtains `u` from `intermediate_value_Ioo'`.

```lean
/-- There is one number `u` between 0.44 and 0.45 such that every transit pulse, with nonzero
charge and positive `v` and `L`, has half its zero-frequency power at the frequency `f ≥ 0`
exactly when `f τ = u`, where `τ = L / v`. -/
theorem half_power_frequency : ∃ u ∈ Ioo (0.44 : ℝ) 0.45, ∀ q v L f : ℝ,
    q ≠ 0 → 0 < v → 0 < L → 0 ≤ f →
      (normalisedPower (transitCurrent q v L) f = 1 / 2 ↔ f * (L / v) = u) := by
  have hπ := Real.pi_pos
  have p1 : π ^ 2 < 9.93 := by nlinarith [Real.pi_lt_d2]
  have p2 : 9.85 < π ^ 2 := by nlinarith [Real.pi_gt_d2]
  have lo : 1 / 2 < Real.sinc (π * (11 / 25)) ^ 2 := by
    have s1 : Real.sin (π * (11 / 25)) = Real.cos (π * (3 / 50)) := by
      rw [← Real.cos_pi_div_two_sub]
      congr 1
      ring
    have c1 : 1 - (π * (3 / 50)) ^ 2 / 2 ≤ Real.cos (π * (3 / 50)) :=
      Real.one_sub_sq_div_two_le_cos
    have c2 : 0.982 ≤ Real.cos (π * (3 / 50)) := by nlinarith
    rw [Real.sinc_of_ne_zero (by positivity), s1, div_pow, lt_div_iff₀ (by positivity)]
    nlinarith
  have hi : Real.sinc (π * (9 / 20)) ^ 2 < 1 / 2 := by
    have s1 : Real.sin (π * (9 / 20)) = Real.cos (π * (1 / 20)) := by
      rw [← Real.cos_pi_div_two_sub]
      congr 1
      ring
    have s2 : 2 / π * (π * (1 / 20)) ≤ Real.sin (π * (1 / 20)) :=
      Real.mul_le_sin (by positivity) (by linarith)
    have e : 2 / π * (π * (1 / 20)) = 1 / 10 := by
      field_simp
      norm_num
    rw [e] at s2
    rw [Real.sinc_of_ne_zero (by positivity), s1, div_pow, div_lt_iff₀ (by positivity)]
    nlinarith [Real.sin_sq_add_cos_sq (π * (1 / 20))]
  have hcont : Continuous fun u : ℝ => Real.sinc (π * u) ^ 2 :=
    (Real.continuous_sinc.comp (continuous_const.mul continuous_id)).pow 2
  obtain ⟨u, hu, hSu⟩ := intermediate_value_Ioo' (by norm_num : (11 / 25 : ℝ) ≤ 9 / 20)
    hcont.continuousOn ⟨hi, lo⟩
  refine ⟨u, ⟨lt_of_le_of_lt (by norm_num) hu.1, hu.2.trans_le (by norm_num)⟩, ?_⟩
  intro q v L f hq hv hL hf
  have hw : 0 ≤ f * (L / v) := by positivity
  rw [power_spectrum hq hv hL]
  generalize f * (L / v) = w at hw ⊢
  constructor
  · intro h
    rcases le_or_gt w 1 with h1 | h1
    · exact sinc_sq_strictAnti.injOn ⟨hw, h1⟩
        ⟨by linarith [hu.1], by linarith [hu.2]⟩ (h.trans hSu.symm)
    · -- beyond the first zero the side lobes stay below one half
      exfalso
      have h3 : 3 < π * w := by nlinarith [Real.pi_gt_three]
      rw [Real.sinc_of_ne_zero (by linarith : 0 < π * w).ne', div_pow,
        div_eq_iff (by positivity)] at h
      nlinarith [Real.sin_sq_le_one (π * w)]
  · intro h
    rw [h]
    exact hSu

end

end ShockleyRamo
```

```lean
#print axioms ShockleyRamo.flight_current
-- 'ShockleyRamo.flight_current' depends on axioms: [propext, Classical.choice, Quot.sound]
#print axioms ShockleyRamo.half_power_frequency
-- 'ShockleyRamo.half_power_frequency' depends on axioms: [propext, Classical.choice, Quot.sound]
```
